# Each edge of a finite simple graph gives a factor 1 − u² to det(1 − uJ), where J reverses directed edges

On a finite simple graph every edge can be travelled in two directions, and the matrix J exchanges the two directed edges of each such pair. The theorem `det_one_sub_reversal` states that det(1 − uJ) = (1 − u²)^|E| for every complex number u, where |E| is the number of undirected edges. The proof chooses one direction for each edge and lists the chosen directed edges first, then their reverses. In this order 1 − uJ has four square blocks, with the identity on the diagonal and −u times the identity off it, and a block determinant formula gives the result.

This version doesn't compile in Lean 4 with Mathlib:

```lean
import Mathlib

open Matrix

namespace DetOneSubReversal

noncomputable section

variable {V : Type*} [Fintype V] [DecidableEq V] (G : SimpleGraph V) [DecidableRel G.Adj]

/-- The matrix that reverses each directed edge. -/
def reversal : Matrix G.Dart G.Dart ℂ :=
  Matrix.of fun e f => if f = e.symm then 1 else 0

omit [DecidableEq V] in
/-- The edges can be oriented: the directed edges split into one chosen direction for each
edge and the reverses of these. -/
theorem exists_orientation :
    ∃ g : Fin G.edgeFinset.card ⊕ Fin G.edgeFinset.card ≃ G.Dart,
      ∀ i, g (Sum.inr i) = (g (Sum.inl i)).symm := by
  -- number the vertices and direct each edge towards the larger number
  have r := Fintype.equivFin V
  have hg : Function.Bijective (Sum.elim
      (fun e : {e : G.Dart // r e.fst < r e.snd} => e.1)
      (fun e : {e : G.Dart // r e.fst < r e.snd} => e.1.symm)) := by
    constructor
    · rintro (⟨a, ha⟩ | ⟨a, ha⟩) (⟨b, hb⟩ | ⟨b, hb⟩) h
      · exact congrArg Sum.inl (Subtype.ext h)
      · have h' : a = b.symm := h
        subst h'
        exact absurd hb (lt_asymm ha)
      · have h' : a.symm = b := h
        subst h'
        exact absurd hb (lt_asymm ha)
      · exact congrArg Sum.inr
          (Subtype.ext (SimpleGraph.Dart.symm_involutive.injective h))
    · intro e
      rcases lt_trichotomy (r e.fst) (r e.snd) with h | h | h
      · exact ⟨Sum.inl ⟨e, h⟩, rfl⟩
      · exact absurd (r.injective h) e.adj.ne
      · exact ⟨Sum.inr ⟨e.symm, h⟩, e.symm_symm⟩
  have hcard : Fintype.card {e : G.Dart // r e.fst < r e.snd} = G.edgeFinset.card := by
    have h := Fintype.card_of_bijective hg
    rw [Fintype.card_sum, G.dart_card_eq_twice_card_edges] at h
    omega
  have k := Fintype.equivFinOfCardEq hcard
  exact ⟨(Equiv.sumCongr k.symm k.symm).trans (Equiv.ofBijective _ hg), fun i => rfl⟩

/-- Each undirected edge contributes a factor `1 - u²` to the determinant of `1 - u J`, where
`J` reverses directed edges. -/
theorem det_one_sub_reversal (u : ℂ) :
    (1 - u • reversal G).det = (1 - u ^ 2) ^ G.edgeFinset.card := by
  obtain ⟨g, hg⟩ := exists_orientation G
  have hg' : ∀ i, g (Sum.inl i) = (g (Sum.inr i)).symm := fun i => by
    rw [hg, SimpleGraph.Dart.symm_symm]
  have hb : (1 - u • reversal G).submatrix g g
      = Matrix.fromBlocks 1 ((-u) • 1) ((-u) • 1) 1 := by
    ext (i | i) (j | j) <;> rcases eq_or_ne i j with rfl | h
    all_goals simp [reversal, Matrix.one_apply, ← hg, ← hg', *, Ne.symm]
  have hs : (1 : Matrix (Fin G.edgeFinset.card) (Fin G.edgeFinset.card) ℂ)
      - ((-u) • 1) * ((-u) • 1) = (1 - u ^ 2) • 1 := by
    simp only [Matrix.smul_mul, Matrix.mul_smul, Matrix.one_mul]
    module
  rw [← Matrix.det_submatrix_equiv_self g, hb, Matrix.det_fromBlocks_one₁₁, hs,
    Matrix.det_smul, Matrix.det_one, Fintype.card_fin, mul_one]

end

end DetOneSubReversal
```

The error:

```
Main.lean:59:14: error: Tactic `simp` failed with a nested error:
maximum recursion depth has been reached
use `set_option maxRecDepth <num>` to increase limit
use `set_option diagnostics true` to get diagnostic information
```

What went wrong. The error comes from the `simp` call that checks the block form entry by entry. Its `*` adds every hypothesis as a rewrite rule, including `hg` and `hg'` read left to right, and these two feed each other. `hg'` turns `g (Sum.inl i)` into `(g (Sum.inr i)).symm`, then `hg` turns the inner `g (Sum.inr i)` into `(g (Sum.inl i)).symm`, where `hg'` applies again. The term grows by one `symm` at each step until Lean stops at its recursion limit. The reversed rules `← hg` and `← hg'` remove a `symm`, but they can't stop this, because `simp` works on the inside of a term before it tries them on the whole.

The repair drops `*`, so `hg` and `hg'` are used only in the direction that removes a reversal, and it passes the case hypothesis `h` by name. The off-diagonal blocks then lead to the equation `j = i`, while `h` speaks of `i = j`. The new `h'`, also passed by name, turns the one into the other, the job `Ne.symm` was meant to do in the unequal case. Splitting with `by_cases` instead of `rcases`, and leaving out `Matrix.one_apply`, are tidying as far as this error is concerned.

This version goes through:

```diff
@@ -56,6 +56,8 @@
   have hb : (1 - u • reversal G).submatrix g g
       = Matrix.fromBlocks 1 ((-u) • 1) ((-u) • 1) 1 := by
-    ext (i | i) (j | j) <;> rcases eq_or_ne i j with rfl | h
-    all_goals simp [reversal, Matrix.one_apply, ← hg, ← hg', *, Ne.symm]
+    ext (i | i) (j | j)
+    all_goals
+      have h' : j = i ↔ i = j := eq_comm
+      by_cases h : i = j <;> simp [reversal, ← hg, ← hg', h', h]
   have hs : (1 : Matrix (Fin G.edgeFinset.card) (Fin G.edgeFinset.card) ℂ)
       - ((-u) • 1) * ((-u) • 1) = (1 - u ^ 2) • 1 := by
```
